# Cooling a tight-binding chain on a finite k-mesh: the Fermi-surface Drude sum can vanish while the Fermi-sea sum stays positive

Electrons in a one-band metal respond to a uniform electric field with a Drude weight. For non-interacting electrons it can be written in two ways. One adds squared band velocities in a thermal window around the chemical potential; the other adds band curvatures over all occupied states. Suppose that both are evaluated on the same finite set of $k$ points and the temperature is then lowered at fixed chemical potential $\mu$. Do they still agree?

For the band $-2t\cos k$ with $-2t<\mu\le 0$, on a mesh that contains $k=0$ and has no energy equal to $\mu$, they do not: the first sum tends to zero and the second to a positive number.

```lean
import Mathlib

open Filter Topology

namespace DrudeWeightOnMesh

noncomputable section
```

## Two sums over the same mesh

Let $E$ be an energy, $\mu$ the chemical potential and $T$ the temperature, with Boltzmann's constant equal to one. The occupation is

$$f(E)=\frac{1}{e^{(E-\mu)/T}+1}.$$

```lean
/-- The Fermi function at chemical potential `μ` and temperature `T ≠ 0`, in units with
Boltzmann constant one. -/
def fermi (μ T E : ℝ) : ℝ := 1 / (Real.exp ((E - μ) / T) + 1)
```

The band has hopping amplitude $t$, and the lattice constant and $\hbar$ are one, so $k$ is a dimensionless real number:

$$e(k)=-2t\cos k.$$

```lean
/-- The nearest-neighbour tight-binding band `-2t cos k`. -/
def band (t k : ℝ) : ℝ := -2 * t * Real.cos k
```

For a general dispersion $e$ and a finite mesh $s$, the Fermi-surface sum is

$$\sum_{k\in s}-f'(e(k))\,e'(k)^2 .$$

```lean
/-- The Fermi-surface form of the Drude sum, `∑ -f'(e) (e')²`, over a finite mesh `s`,
for a differentiable dispersion `e` and `T ≠ 0`. -/
def fermiSurfaceSum (e : ℝ → ℝ) (μ T : ℝ) (s : Finset ℝ) : ℝ :=
  ∑ k ∈ s, -deriv (fermi μ T) (e k) * deriv e k ^ 2
```

The Fermi-sea sum is

$$\sum_{k\in s} f(e(k))\,e''(k).$$

```lean
/-- The Fermi-sea form of the Drude sum, `∑ f(e) e''`, over a finite mesh `s`,
for a twice differentiable dispersion `e` and `T ≠ 0`. -/
def fermiSeaSum (e : ℝ → ℝ) (μ T : ℝ) (s : Finset ℝ) : ℝ :=
  ∑ k ∈ s, fermi μ T (e k) * deriv (deriv e) k
```

The mesh is a `Finset ℝ`: finitely many distinct points, each with weight one, not necessarily equally spaced. The squared charge, the spin degeneracy and the factor one over the number of points are left out; on a fixed mesh these are positive constants and affect neither a zero limit nor the sign of a positive one. The derivatives are Lean's `deriv`, which is zero where a function has no derivative, so the general theorems need no smoothness hypothesis but have their physical meaning for smooth bands.

## The thermal window has exponentially small tails

Write $x=(E-\mu)/T$. Then $1-f=e^x/(e^x+1)$, and the product of electron and hole occupations is

$$f(1-f)=\frac{e^x}{(e^x+1)^2}.$$

```lean
/-- The product of electron and hole occupations, written with the Boltzmann factor. -/
theorem fermi_mul_hole (μ T E : ℝ) : fermi μ T E * (1 - fermi μ T E) =
    Real.exp ((E - μ) / T) / (Real.exp ((E - μ) / T) + 1) ^ 2 := by
  unfold fermi
  have hne : Real.exp ((E - μ) / T) + 1 ≠ 0 := by positivity
  have h : 1 - 1 / (Real.exp ((E - μ) / T) + 1) =
      Real.exp ((E - μ) / T) / (Real.exp ((E - μ) / T) + 1) := by
    rw [eq_div_iff hne, sub_mul, div_mul_cancel₀ _ hne]
    ring
  rw [h, div_mul_div_comm, one_mul, sq]
```

The quotient rule, with $dx/dE=1/T$, gives

$$f'(E)=-\frac{1}{T}\frac{e^x}{(e^x+1)^2}=-\frac{f(1-f)}{T}.$$

```lean
/-- At nonzero temperature the Fermi function has slope `-f (1 - f) / T`. -/
theorem hasDerivAt_fermi (μ T E : ℝ) :
    HasDerivAt (fermi μ T) (-(fermi μ T E * (1 - fermi μ T E) / T)) E := by
  have hne : Real.exp ((E - μ) / T) + 1 ≠ 0 := by positivity
  have h1 : HasDerivAt (fun x : ℝ => Real.exp ((x - μ) / T) + 1)
      (Real.exp ((E - μ) / T) * (1 / T)) E :=
    ((((hasDerivAt_id' E).sub_const μ).div_const T).exp).add_const 1
  have h2 := (hasDerivAt_const E (1 : ℝ)).fun_div h1 hne
  refine h2.congr_deriv ?_
  rw [fermi_mul_hole]
  ring
```

`HasDerivAt` says that the derivative exists and has this value. The proof differentiates the denominator as `h1`, applies the quotient rule as `h2`, and matches the result with the previous formula.

For $T>0$ the window $-f'$ is therefore nonnegative. It is also bounded by $e^{-|x|}/T$, because $e^x\le e^{-|x|}(e^x+1)^2$. If $x\ge0$, the right-hand side is $e^x+2+e^{-x}$, which exceeds $e^x$. If $x\le0$, it is $e^x(e^x+1)^2$, and the squared factor is at least one. Hence

$$0\le -f'(E)\le \frac{e^{-|E-\mu|/T}}{T}.$$

```lean
/-- At positive temperature the thermal window `-f'` is nonnegative and decays exponentially
with the distance from the chemical potential. -/
theorem fermi_slope_bounds {μ T E : ℝ} (hT : 0 < T) :
    0 ≤ -deriv (fermi μ T) E ∧
      -deriv (fermi μ T) E ≤ Real.exp (-(|E - μ| / T)) / T := by
  rw [(hasDerivAt_fermi μ T E).deriv, neg_neg, fermi_mul_hole]
  refine ⟨by positivity, ?_⟩
  gcongr
  rw [div_le_iff₀ (by positivity)]
  have hx := Real.exp_pos ((E - μ) / T)
  rcases le_total μ E with h | h
  · rw [abs_of_nonneg (sub_nonneg.2 h)]
    have hy : Real.exp (-((E - μ) / T)) * Real.exp ((E - μ) / T) = 1 := by
      rw [← Real.exp_add, neg_add_cancel, Real.exp_zero]
    have hz := Real.exp_pos (-((E - μ) / T))
    have hw : Real.exp (-((E - μ) / T)) * (Real.exp ((E - μ) / T) + 1) ^ 2 =
        Real.exp ((E - μ) / T) + 2 + Real.exp (-((E - μ) / T)) := by
      linear_combination (Real.exp ((E - μ) / T) + 2) * hy
    linarith
  · rw [abs_of_nonpos (sub_nonpos.2 h), neg_div, neg_neg]
    nlinarith [pow_pos hx 2, pow_pos hx 3]
```

The two branches after `rcases` are these two signs of $x$. In the first, `hw` is the expanded product; in the second, `nlinarith` compares the powers of $e^x$.

## Cooling empties the Fermi-surface sum

Any fixed energy $a>0$ becomes large in units of the temperature: $a/T\to\infty$ as $T\to0^+$.

```lean
/-- A fixed positive energy, measured in units of the temperature, grows without bound as
the temperature decreases to zero. -/
theorem tendsto_div_temperature {a : ℝ} (ha : 0 < a) :
    Tendsto (fun T : ℝ => a / T) (𝓝[>] 0) atTop := by
  simp only [div_eq_mul_inv]
  exact Tendsto.const_mul_atTop ha tendsto_inv_nhdsGT_zero
```

The filter `𝓝[>] 0` expresses that $T$ approaches zero through positive values.

Now let $E\ne\mu$ and put $d=|E-\mu|>0$. The bound on the window is

$$\frac{e^{-d/T}}{T}=\frac1d\cdot\frac dT\,e^{-d/T}.$$

With $y=d/T\to\infty$, the product $ye^{-y}$ tends to zero, and so does $-f'(E)$. If no mesh energy equals $\mu$, every term of the Fermi-surface sum is such a window times a fixed squared velocity. A finite sum of terms that tend to zero tends to zero.

```lean
/-- On a finite mesh with no energy at the chemical potential, the Fermi-surface sum
vanishes as the temperature decreases to zero. -/
theorem tendsto_fermiSurfaceSum {e : ℝ → ℝ} {μ : ℝ} {s : Finset ℝ}
    (hs : ∀ k ∈ s, e k ≠ μ) :
    Tendsto (fun T => fermiSurfaceSum e μ T s) (𝓝[>] 0) (𝓝 0) := by
  -- each thermal window is squeezed by its exponential bound
  have hw : ∀ E : ℝ, E ≠ μ →
      Tendsto (fun T => -deriv (fermi μ T) E) (𝓝[>] 0) (𝓝 0) := by
    intro E hE
    have hd : 0 < |E - μ| := abs_pos.2 (sub_ne_zero.2 hE)
    have h2 := ((Real.tendsto_pow_mul_exp_neg_atTop_nhds_zero 1).comp
      (tendsto_div_temperature hd)).const_mul (|E - μ|⁻¹)
    rw [mul_zero] at h2
    refine tendsto_of_tendsto_of_tendsto_of_le_of_le' tendsto_const_nhds h2 ?_ ?_
    · filter_upwards [self_mem_nhdsWithin] with T hT
      exact (fermi_slope_bounds (Set.mem_Ioi.1 hT)).1
    · filter_upwards [self_mem_nhdsWithin] with T hT
      refine (fermi_slope_bounds (Set.mem_Ioi.1 hT)).2.trans_eq ?_
      simp only [Function.comp_apply, pow_one]
      have h3 : |E - μ|⁻¹ * |E - μ| = 1 := inv_mul_cancel₀ hd.ne'
      linear_combination (-(Real.exp (-(|E - μ| / T)) / T)) * h3
  have h : Tendsto (fun T => fermiSurfaceSum e μ T s) (𝓝[>] 0)
      (𝓝 (∑ k ∈ s, (0 : ℝ) * deriv e k ^ 2)) :=
    tendsto_finsetSum s fun k hk => (hw (e k) (hs k hk)).mul_const _
  simpa only [zero_mul, Finset.sum_const_zero] using h
```

Here `hw` is the squeeze for one energy, and `tendsto_finsetSum` adds the limits. The result holds for any dispersion and any finite mesh that satisfies `hs`. In a mesh calculation for non-interacting bands, it warns against lowering the temperature far below the distance from $\mu$ to the nearest mesh energy when the Fermi-surface form is used.

## The Fermi-sea sum keeps the occupied curvature

If $E<\mu$, then $e^{(E-\mu)/T}\to0$ and $f(E)\to1$. If $E>\mu$, the exponential diverges and $f(E)\to0$. Off resonance the occupation becomes a step, so

$$\sum_{k\in s}f(e(k))\,e''(k)\longrightarrow\sum_{\substack{k\in s\\ e(k)<\mu}}e''(k).$$

```lean
/-- On a finite mesh with no energy at the chemical potential, the Fermi-sea sum tends to
the band curvature summed over the mesh points below the chemical potential. -/
theorem tendsto_fermiSeaSum {e : ℝ → ℝ} {μ : ℝ} {s : Finset ℝ}
    (hs : ∀ k ∈ s, e k ≠ μ) :
    Tendsto (fun T => fermiSeaSum e μ T s) (𝓝[>] 0)
      (𝓝 (∑ k ∈ s with e k < μ, deriv (deriv e) k)) := by
  -- the occupation becomes a step function
  have hf : ∀ E : ℝ, E ≠ μ →
      Tendsto (fun T => fermi μ T E) (𝓝[>] 0) (𝓝 (if E < μ then 1 else 0)) := by
    intro E hE
    rcases lt_or_gt_of_ne hE with h | h
    · rw [if_pos h]
      have h1 := Real.tendsto_exp_neg_atTop_nhds_zero.comp
        (tendsto_div_temperature (sub_pos.2 h))
      have h2 : Tendsto (fun T => Real.exp ((E - μ) / T)) (𝓝[>] 0) (𝓝 0) :=
        h1.congr fun T => by
          simp only [Function.comp_apply]
          congr 1
          ring
      have h3 := (h2.add_const 1).inv₀ (by norm_num)
      simpa [fermi] using h3
    · rw [if_neg (not_lt_of_ge h.le)]
      have h1 := Real.tendsto_exp_atTop.comp (tendsto_div_temperature (sub_pos.2 h))
      have h3 := (tendsto_atTop_add_const_right _ 1 h1).inv_tendsto_atTop
      exact h3.congr fun T => by simp [fermi]
  have h : Tendsto (fun T => fermiSeaSum e μ T s) (𝓝[>] 0)
      (𝓝 (∑ k ∈ s, (if e k < μ then (1 : ℝ) else 0) * deriv (deriv e) k)) :=
    tendsto_finsetSum s fun k hk => (hf (e k) (hs k hk)).mul_const _
  rw [Finset.sum_filter]
  simpa only [ite_mul, one_mul, zero_mul] using h
```

The step is the `if` expression in `hf`, whose two cases are proved separately. `Finset.sum_filter` then identifies the sum weighted by the step with the sum over occupied points.

## Positive curvature below the band centre

For the cosine band,

$$e'(k)=2t\sin k,\qquad e''(k)=2t\cos k=-e(k).$$

```lean
/-- The tight-binding band has velocity `2t sin k` and curvature `2t cos k`. -/
theorem band_derivs (t : ℝ) : deriv (band t) = (fun k => 2 * t * Real.sin k) ∧
    deriv (deriv (band t)) = fun k => 2 * t * Real.cos k := by
  have h1 : deriv (band t) = fun k => 2 * t * Real.sin k := by
    funext k
    have h : HasDerivAt (band t) (2 * t * Real.sin k) k :=
      ((Real.hasDerivAt_cos k).const_mul (-2 * t)).congr_deriv (by ring)
    exact h.deriv
  refine ⟨h1, ?_⟩
  rw [h1]
  funext k
  exact ((Real.hasDerivAt_sin k).const_mul (2 * t)).deriv
```

The curvature is minus the energy. An occupied point has $e(k)<\mu\le0$, so its curvature is positive. At $k=0$ the energy is $-2t<\mu$, so at least one mesh point is occupied. Together with the two general limits this gives, as $T\to0^+$,

$$\sum_{k\in s}-f'(e(k))\,e'(k)^2\to0,\qquad \sum_{k\in s}f(e(k))\,e''(k)\to\sum_{\substack{k\in s\\ e(k)<\mu}}2t\cos k>0.$$

```lean
/-- For the band `-2t cos k` with `-2t < μ ≤ 0`, on a finite mesh that contains `k = 0` and
has no energy equal to `μ`, the Fermi-surface sum tends to zero as `T` decreases to zero, while
the Fermi-sea sum tends to the curvature of the occupied mesh points, which is positive. -/
theorem drude_sums_disagree {t μ : ℝ} {s : Finset ℝ} (hμ : -2 * t < μ) (hμ0 : μ ≤ 0)
    (h0 : (0 : ℝ) ∈ s) (hs : ∀ k ∈ s, band t k ≠ μ) :
    Tendsto (fun T => fermiSurfaceSum (band t) μ T s) (𝓝[>] 0) (𝓝 0) ∧
    Tendsto (fun T => fermiSeaSum (band t) μ T s) (𝓝[>] 0)
      (𝓝 (∑ k ∈ s with band t k < μ, 2 * t * Real.cos k)) ∧
    0 < ∑ k ∈ s with band t k < μ, 2 * t * Real.cos k := by
  refine ⟨tendsto_fermiSurfaceSum hs, ?_, ?_⟩
  · have h := tendsto_fermiSeaSum hs
    rw [(band_derivs t).2] at h
    exact h
  · -- occupied points lie below the band centre, and the band bottom is occupied
    refine Finset.sum_pos (fun k hk => ?_) ⟨0, Finset.mem_filter.2 ⟨h0, ?_⟩⟩
    · have h := (Finset.mem_filter.1 hk).2
      unfold band at h
      linarith
    · unfold band
      rw [Real.cos_zero, mul_one]
      exact hμ
```

The hypotheses `hμ` and `hμ0` place $\mu$ above the band bottom and no higher than the band centre; together they force $t>0$. `h0` puts the band bottom on the mesh, and `hs` excludes resonance. The three parts of the conclusion are the two limits and the sign of the second. In the proof, `Finset.sum_pos` asks for positive terms and a nonempty sum, which are the two observations about curvature and occupation. On the smallest mesh, $s=\{0\}$, the two sums differ even before cooling: the velocity at $k=0$ is zero, so the Fermi-surface sum is zero at every positive temperature, while the Fermi-sea sum is positive and tends to $2t$.

## Agreement over the full Brillouin zone

In the continuum the two forms are linked by a total derivative:

$$\frac{d}{dk}\bigl[f(e(k))\,e'(k)\bigr]=f(e(k))\,e''(k)+f'(e(k))\,e'(k)^2.$$

Integrate from $-\pi$ to $\pi$. The boundary term vanishes because $\sin(\pm\pi)=0$, and therefore

$$\int_{-\pi}^{\pi}-f'(e(k))\,e'(k)^2\,dk=\int_{-\pi}^{\pi}f(e(k))\,e''(k)\,dk.$$

The same argument serves any twice continuously differentiable dispersion of period $2\pi$ at $T>0$, since $f(e)e'$ then takes equal values at the two zone ends. The theorem below treats the cosine band.

```lean
/-- Integrated over the whole Brillouin zone, the Fermi-surface and Fermi-sea expressions
for the tight-binding band agree at every nonzero temperature. -/
theorem continuum_drude_forms_agree (t μ T : ℝ) :
    ∫ k in (-Real.pi)..Real.pi, -deriv (fermi μ T) (band t k) * deriv (band t) k ^ 2 =
      ∫ k in (-Real.pi)..Real.pi, fermi μ T (band t k) * deriv (deriv (band t)) k := by
  rw [(band_derivs t).2, (band_derivs t).1]
  have hf : Continuous (fermi μ T) :=
    continuous_iff_continuousAt.2 fun E => (hasDerivAt_fermi μ T E).continuousAt
  have hf' : Continuous (deriv (fermi μ T)) := by
    have h : deriv (fermi μ T) = fun E => -(fermi μ T E * (1 - fermi μ T E) / T) :=
      funext fun E => (hasDerivAt_fermi μ T E).deriv
    rw [h]
    exact ((hf.mul (continuous_const.sub hf)).div_const T).neg
  have hb : Continuous (band t) := by
    unfold band
    fun_prop
  have hA : Continuous fun k =>
      -deriv (fermi μ T) (band t k) * (2 * t * Real.sin k) ^ 2 :=
    (hf'.comp hb).neg.mul (by fun_prop)
  have hB : Continuous fun k => fermi μ T (band t k) * (2 * t * Real.cos k) :=
    (hf.comp hb).mul (by fun_prop)
  -- the difference of the integrands is the derivative of occupation times velocity
  have hD : ∀ k : ℝ, HasDerivAt (fun k => fermi μ T (band t k) * (2 * t * Real.sin k))
      (fermi μ T (band t k) * (2 * t * Real.cos k) -
        -deriv (fermi μ T) (band t k) * (2 * t * Real.sin k) ^ 2) k := by
    intro k
    have hk : HasDerivAt (band t) (2 * t * Real.sin k) k :=
      ((Real.hasDerivAt_cos k).const_mul (-2 * t)).congr_deriv (by ring)
    have hF := (hasDerivAt_fermi μ T (band t k)).differentiableAt.hasDerivAt
    refine ((hF.comp k hk).mul ((Real.hasDerivAt_sin k).const_mul (2 * t))).congr_deriv ?_
    simp only [Function.comp_apply]
    ring
  have key := intervalIntegral.integral_eq_sub_of_hasDerivAt
    (a := -Real.pi) (b := Real.pi) (fun k _ => hD k) ((hB.sub hA).intervalIntegrable _ _)
  rw [intervalIntegral.integral_sub (hB.intervalIntegrable _ _)
    (hA.intervalIntegrable _ _)] at key
  simp only [Real.sin_neg, Real.sin_pi, neg_zero, mul_zero, sub_zero] at key
  exact (sub_eq_zero.1 key).symm
```

`hD` is the total derivative, and `key` is the fundamental theorem of calculus applied to it; the continuity statements supply integrability. On a uniform mesh that covers the whole zone, the gap between the two sums is thus a discretisation error: cooling at a fixed number of points makes the window too narrow for the mesh to sample.

## A mesh point exactly at the chemical potential

Take $t>0$, $\mu=0$ and the mesh $\{0,\pi/2\}$. The point $\pi/2$ has energy $0=\mu$ and velocity $2t$, while the velocity at $k=0$ is zero. Since $-f'(\mu)=1/(4T)$, the Fermi-surface sum is

$$\frac{(2t)^2}{4T}=\frac{t^2}{T},$$

which diverges on cooling instead of vanishing. The zero limit thus fails if a moving state is allowed to sit exactly at $\mu$.

In general, let $k_0\in s$ satisfy $e(k_0)=\mu$ and $e'(k_0)\ne0$. All terms of the sum are nonnegative for $T>0$, so

$$\sum_{k\in s}-f'(e(k))\,e'(k)^2\ \ge\ \frac{e'(k_0)^2}{4T}\longrightarrow\infty.$$

```lean
/-- If some mesh point with nonzero velocity lies exactly at the chemical potential, the
Fermi-surface sum diverges as the temperature decreases to zero. -/
theorem fermiSurfaceSum_diverges {e : ℝ → ℝ} {μ k₀ : ℝ} {s : Finset ℝ} (hk : k₀ ∈ s)
    (h0 : e k₀ = μ) (hv : deriv e k₀ ≠ 0) :
    Tendsto (fun T => fermiSurfaceSum e μ T s) (𝓝[>] 0) atTop := by
  have hpos : 0 < deriv e k₀ ^ 2 / 4 := by positivity
  refine tendsto_atTop_mono' _ ?_ (tendsto_div_temperature hpos)
  filter_upwards [self_mem_nhdsWithin] with T hT
  -- the resonant point alone contributes its squared velocity over `4T`
  have hle := Finset.single_le_sum (s := s)
    (f := fun k => -deriv (fermi μ T) (e k) * deriv e k ^ 2)
    (fun k _ => mul_nonneg (fermi_slope_bounds (Set.mem_Ioi.1 hT)).1 (sq_nonneg _)) hk
  have hpeak : -deriv (fermi μ T) (e k₀) = 1 / 4 / T := by
    rw [h0, (hasDerivAt_fermi μ T μ).deriv, neg_neg, fermi_mul_hole, sub_self, zero_div,
      Real.exp_zero]
    norm_num
  refine le_trans (le_of_eq ?_) hle
  rw [hpeak]
  ring

end

end DrudeWeightOnMesh
```

`hpeak` evaluates the window at its maximum, and `hle` bounds the whole sum below by the single resonant term. Depending on where the mesh energies fall, the same cooling can therefore drive the Fermi-surface sum of this non-interacting model to zero or to infinity.

```lean
#print axioms DrudeWeightOnMesh.tendsto_fermiSurfaceSum
#print axioms DrudeWeightOnMesh.drude_sums_disagree
#print axioms DrudeWeightOnMesh.continuum_drude_forms_agree
#print axioms DrudeWeightOnMesh.fermiSurfaceSum_diverges
```

```
'DrudeWeightOnMesh.tendsto_fermiSurfaceSum' depends on axioms: [propext, Classical.choice, Quot.sound]
'DrudeWeightOnMesh.drude_sums_disagree' depends on axioms: [propext, Classical.choice, Quot.sound]
'DrudeWeightOnMesh.continuum_drude_forms_agree' depends on axioms: [propext, Classical.choice, Quot.sound]
'DrudeWeightOnMesh.fermiSurfaceSum_diverges' depends on axioms: [propext, Classical.choice, Quot.sound]
```
